# A delta-method error bound for functions with bounded second derivative and finitely many outcomes

Let $X$ be a measured or simulated quantity that takes the value $X_\omega$ with probability $p_\omega$, where $\omega$ runs over a finite set $\Omega$, $p_\omega\ge 0$ and $\sum_\omega p_\omega=1$. A second quantity $f(X)$ is computed from it, and its uncertainty is wanted. For any function $Y$ of the outcome, write

$$E[Y]=\sum_\omega p_\omega Y_\omega,\qquad \mathrm{sd}(Y)=\sqrt{E[(Y-E[Y])^2]},\qquad \|Y\|=\sqrt{E[Y^2]},$$

and let $m=E[X]$. The standard deviation is that of the distribution itself, without the factor $\sqrt{N/(N-1)}$ often used for samples of size $N$.

The usual rule of error propagation replaces $\mathrm{sd}(f(X))$ by $|f'(m)|\,\mathrm{sd}(X)$. Suppose that $f$ is twice differentiable with $|f''|\le M$ on a convex set $s$ (for instance an interval) that contains all values of $X$. Then

$$\bigl|\mathrm{sd}(f(X))-|f'(m)|\,\mathrm{sd}(X)\bigr|\le \frac M2\sqrt{E[(X-m)^4]}.$$

The constant $M$ caps the curvature of $f$ over the range in which $X$ fluctuates. In statistics, "delta method" usually names a limit theorem for a sequence of estimators; this inequality concerns one fixed distribution and involves no limit.

## Comparing f(X) with its tangent line

**Triangle inequality.** The Cauchy–Schwarz inequality for the vectors $\sqrt{p_\omega}\,Y_\omega$ and $\sqrt{p_\omega}\,Z_\omega$ gives $E[YZ]\le\|Y\|\,\|Z\|$. Hence

$$\|Y+Z\|^2=\|Y\|^2+2E[YZ]+\|Z\|^2\le(\|Y\|+\|Z\|)^2.$$

Applied to $Y-E[Y]$ and $Z-E[Z]$, this reads $\mathrm{sd}(Y+Z)\le\mathrm{sd}(Y)+\mathrm{sd}(Z)$.

**Difference of two standard deviations.** Since $\mathrm{sd}(W)^2=E[W^2]-E[W]^2$, we have $\mathrm{sd}(W)\le\|W\|$. Writing $Y=Z+(Y-Z)$ gives $\mathrm{sd}(Y)\le\mathrm{sd}(Z)+\|Y-Z\|$. Exchanging $Y$ and $Z$ gives the other direction, so $|\mathrm{sd}(Y)-\mathrm{sd}(Z)|\le\|Y-Z\|$.

**Affine functions.** The quantity $a+c(X-b)$ has mean $a+c(m-b)$, so its deviation from the mean is $c(X-m)$ and its standard deviation is $|c|\,\mathrm{sd}(X)$.

**Taylor remainder.** The mean is a weighted average of points of $s$, so $m\in s$. For $x\in s$ put $h=x-m$ and

$$r(t)=f(m+th)-f(m)-f'(m)\,th,\qquad 0\le t\le1.$$

Then $r(0)=0$ and $r'(t)=\bigl(f'(m+th)-f'(m)\bigr)h$. The segment from $m$ to $x$ lies in $s$, so the mean value theorem for $f'$ gives $|r'(t)|\le Mh^2t$. Integrating from 0 to 1 gives $|r(1)|\le\frac M2(x-m)^2$.

**Conclusion.** Let $L(x)=f(m)+f'(m)(x-m)$. Then $\mathrm{sd}(L(X))=|f'(m)|\,\mathrm{sd}(X)$, and

$$|\mathrm{sd}(f(X))-\mathrm{sd}(L(X))|\le\|f(X)-L(X)\|\le\sqrt{E\bigl[\tfrac{M^2}{4}(X-m)^4\bigr]}=\frac M2\sqrt{E[(X-m)^4]}.$$

**The logarithm.** If $X\ge a>0$, take $f=\log$ on $s=[a,\infty)$. There $|f''(x)|=1/x^2\le1/a^2$, and $f'(m)=1/m$, so

$$\left|\mathrm{sd}(\log X)-\frac{\mathrm{sd}(X)}m\right|\le\frac{\sqrt{E[(X-m)^4]}}{2a^2}.$$

Here $a$ is a floor below which the quantity never falls. This bears on simulation practice where a free-energy difference is computed as $-k_BT$ times the logarithm of an estimated average, provided that the estimator $X$ of that average has finitely many possible values, all at least $a$. In this use $k_B$ is Boltzmann's constant, $T$ is the temperature, and $\mathrm{sd}(X)$ is the standard deviation of the estimated average, not that of a single sample.

## Two values, 9 and 14

Let $X=9$ with probability $4/5$ and $X=14$ with probability $1/5$. Then $m=10$, the deviations are $-1$ and $4$, $\mathrm{sd}(X)=2$ and $E[(X-m)^4]=52$.

For $f(x)=x^2$ the values 81 and 196 give $\mathrm{sd}(f(X))=115\cdot\frac25=46$, while the linear rule gives $20\cdot2=40$. The error is 6, and the bound with $M=2$ is $\sqrt{52}\approx7.21$.

For the logarithm, $\mathrm{sd}(\log X)=\frac25\log\frac{14}9\approx0.177$, against a relative error of $0.2$. The difference of about $0.023$ lies below the bound $\sqrt{52}/162\approx0.045$.

## Curvature between the values of X

Let $X=\pm1$ with probability $1/2$ each, and $f(x)=\sin(\pi x)$. Then $f''$ vanishes at both values of $X$, so on the set $s=\{-1,1\}$, which is not convex, $M=0$ would be allowed. But $f(X)=0$ always, while $|f'(0)|\,\mathrm{sd}(X)=\pi$. The claimed inequality would read $\pi\le0$. A bound on $f''$ at the values of $X$ alone is therefore not enough.

## The formal development

The outcomes form a finite type `Ω`, and the weights are a real function `p` on it.

```lean
import Mathlib

open Finset

namespace DeltaMethod

noncomputable section

variable {Ω : Type*} [Fintype Ω] {p : Ω → ℝ}
```

The expectation $E[Y]$ is written `mean p Y`.

```lean
/-- The weighted sum `∑ p X` over finitely many outcomes. It is the mean of the observable `X` when
the weights `p` are non-negative and sum to one. -/
def mean (p X : Ω → ℝ) : ℝ := ∑ ω, p ω * X ω
```

The definition of `sd` contains no assumption on the weights. Each theorem states what it needs: `hp` says that they are non-negative, `h1` that they sum to one.

```lean
/-- The root of `mean p` of the squared deviation of `X` from `mean p X`. It is the standard
deviation of `X` when the weights `p` are non-negative and sum to one. -/
def sd (p X : Ω → ℝ) : ℝ := √(mean p (fun ω => (X ω - mean p X) ^ 2))
```

The first lemma places the mean in every convex set that contains the values of `X`.

```lean
/-- For probability weights, the mean of an observable lies in every convex set that
contains all its values. -/
theorem mean_mem (hp : ∀ ω, 0 ≤ p ω) (h1 : ∑ ω, p ω = 1) {s : Set ℝ}
    (hs : Convex ℝ s) {X : Ω → ℝ} (hX : ∀ ω, X ω ∈ s) : mean p X ∈ s := by
  have h := hs.sum_mem (t := univ) (w := p) (z := X) (fun ω _ => hp ω) h1 (fun ω _ => hX ω)
  simpa only [mean, smul_eq_mul] using h
```

Next comes the triangle inequality for $\|\cdot\|$. The step `cs` is Cauchy–Schwarz with each weight split into two square roots, `ex` expands the square of the sum, and the last lines compare squares.

```lean
/-- For non-negative weights, the root mean square of a sum is at most the sum of the
root mean squares. -/
theorem rms_add_le (hp : ∀ ω, 0 ≤ p ω) (Y Z : Ω → ℝ) :
    √(mean p (fun ω => (Y ω + Z ω) ^ 2)) ≤
      √(mean p (fun ω => Y ω ^ 2)) + √(mean p (fun ω => Z ω ^ 2)) := by
  have hA : 0 ≤ mean p (fun ω => Y ω ^ 2) :=
    sum_nonneg fun ω _ => mul_nonneg (hp ω) (sq_nonneg _)
  have hB : 0 ≤ mean p (fun ω => Z ω ^ 2) :=
    sum_nonneg fun ω _ => mul_nonneg (hp ω) (sq_nonneg _)
  -- Cauchy-Schwarz with the weights split into square roots
  have cs : (mean p (fun ω => Y ω * Z ω)) ^ 2 ≤
      mean p (fun ω => Y ω ^ 2) * mean p (fun ω => Z ω ^ 2) := by
    have h := sum_mul_sq_le_sq_mul_sq univ (fun ω => √(p ω) * Y ω) (fun ω => √(p ω) * Z ω)
    have hq : ∀ ω, √(p ω) ^ 2 = p ω := fun ω => Real.sq_sqrt (hp ω)
    have e : ∑ ω, √(p ω) * Y ω * (√(p ω) * Z ω) = mean p (fun ω => Y ω * Z ω) :=
      sum_congr rfl fun ω _ => by linear_combination (Y ω * Z ω) * hq ω
    simp only [mul_pow, hq] at h
    rw [e] at h
    exact h
  have hc := (le_abs_self _).trans (Real.abs_le_sqrt cs)
  rw [Real.sqrt_mul hA] at hc
  have ex : mean p (fun ω => (Y ω + Z ω) ^ 2) = mean p (fun ω => Y ω ^ 2) +
      2 * mean p (fun ω => Y ω * Z ω) + mean p (fun ω => Z ω ^ 2) := by
    unfold mean
    rw [mul_sum, ← sum_add_distrib, ← sum_add_distrib]
    exact sum_congr rfl fun ω _ => by ring
  refine Real.sqrt_le_iff.2 ⟨by positivity, ?_⟩
  rw [ex]
  nlinarith [Real.sq_sqrt hA, Real.sq_sqrt hB]
```

Centring both observables turns this into the triangle inequality for standard deviations.

```lean
/-- For non-negative weights, the standard deviation of a sum is at most the sum of the
standard deviations. -/
theorem sd_add_le (hp : ∀ ω, 0 ≤ p ω) (Y Z : Ω → ℝ) :
    sd p (fun ω => Y ω + Z ω) ≤ sd p Y + sd p Z := by
  have hm : mean p (fun ω => Y ω + Z ω) = mean p Y + mean p Z := by
    simp only [mean, mul_add, sum_add_distrib]
  have e : (fun ω => (Y ω + Z ω - mean p (fun ω => Y ω + Z ω)) ^ 2) =
      fun ω => ((Y ω - mean p Y) + (Z ω - mean p Z)) ^ 2 := by
    funext ω
    rw [hm]
    ring
  unfold sd
  rw [e]
  exact rms_add_le hp (fun ω => Y ω - mean p Y) (fun ω => Z ω - mean p Z)
```

The next proof expands the mean square of $W-c$ for an arbitrary number $c$, then sets $c$ equal to the mean of $W$.

```lean
/-- For weights that sum to one, the standard deviation is at most the root mean square. -/
theorem sd_le_rms (h1 : ∑ ω, p ω = 1) (W : Ω → ℝ) :
    sd p W ≤ √(mean p (fun ω => W ω ^ 2)) := by
  have e : ∀ c : ℝ, mean p (fun ω => (W ω - c) ^ 2) =
      mean p (fun ω => W ω ^ 2) - 2 * c * mean p W + c ^ 2 * ∑ ω, p ω := by
    intro c
    unfold mean
    rw [mul_sum, mul_sum, ← sum_sub_distrib, ← sum_add_distrib]
    exact sum_congr rfl fun ω _ => by ring
  apply Real.sqrt_le_sqrt
  rw [e, h1]
  nlinarith [sq_nonneg (mean p W)]
```

The auxiliary statement `key` is the one-sided estimate. It is used twice, with the two observables exchanged the second time.

```lean
/-- For probability weights, the standard deviations of two observables differ by at most
the root mean square of their difference. -/
theorem abs_sd_sub_le (hp : ∀ ω, 0 ≤ p ω) (h1 : ∑ ω, p ω = 1) (Y Z : Ω → ℝ) :
    |sd p Y - sd p Z| ≤ √(mean p (fun ω => (Y ω - Z ω) ^ 2)) := by
  have key : ∀ U V : Ω → ℝ, sd p U ≤ sd p V + √(mean p (fun ω => (U ω - V ω) ^ 2)) := by
    intro U V
    have h := sd_add_le hp V (fun ω => U ω - V ω)
    simp only [add_sub_cancel] at h
    exact h.trans (by linarith [sd_le_rms h1 (fun ω => U ω - V ω)])
  have e : (fun ω => (Z ω - Y ω) ^ 2) = fun ω => (Y ω - Z ω) ^ 2 := by
    funext ω
    ring
  have h2 := key Z Y
  rw [e] at h2
  exact abs_sub_le_iff.2 ⟨by linarith [key Y Z], by linarith⟩
```

For an affine function, `hm` computes the mean and `hv` the variance. The absolute value comes from $\sqrt{c^2}=|c|$.

```lean
/-- For weights that sum to one, an affine function of slope `c` multiplies the standard
deviation by `|c|`. -/
theorem sd_affine (h1 : ∑ ω, p ω = 1) (X : Ω → ℝ) (a c b : ℝ) :
    sd p (fun ω => a + c * (X ω - b)) = |c| * sd p X := by
  have hm : mean p (fun ω => a + c * (X ω - b)) = a + c * (mean p X - b) := by
    have e : mean p (fun ω => a + c * (X ω - b)) =
        (a - c * b) * ∑ ω, p ω + c * mean p X := by
      unfold mean
      rw [mul_sum, mul_sum, ← sum_add_distrib]
      exact sum_congr rfl fun ω _ => by ring
    rw [e, h1]
    ring
  have hv : mean p (fun ω => (a + c * (X ω - b) - (a + c * (mean p X - b))) ^ 2) =
      c ^ 2 * mean p (fun ω => (X ω - mean p X) ^ 2) := by
    conv_lhs => unfold mean
    conv_rhs => rw [mean, mul_sum]
    exact sum_congr rfl fun ω _ => by unfold mean; ring
  unfold sd
  rw [hm, hv, Real.sqrt_mul (sq_nonneg c), Real.sqrt_sq_eq_abs]
```

In the Taylor estimate, `f'` and `f''` are names of functions, and the `HasDerivAt` hypotheses make them the first and second derivatives at each point of `s`. These derivatives are two-sided, also at an end point of `s`. Continuity of `f''` is not required, and `m` may be any point of `s`.

The step `seg` keeps the segment inside `s`, `lip` bounds the change of slope, and `der` differentiates the remainder $r(t)$. Where the derivation above integrates, `key` compares growth rates: $|r|$ starts at zero and grows no faster than the parabola $\frac M2h^2t^2$.

```lean
/-- If `|f''| ≤ M` on a convex set, the linearisation of `f` at a point `m` of the set errs
at any other point `x` of it by at most `(M/2) (x - m)²`. -/
theorem taylor_remainder {s : Set ℝ} (hs : Convex ℝ s) {f f' f'' : ℝ → ℝ} {M : ℝ}
    (hf : ∀ x ∈ s, HasDerivAt f (f' x) x) (hf' : ∀ x ∈ s, HasDerivAt f' (f'' x) x)
    (hM : ∀ x ∈ s, |f'' x| ≤ M) {m x : ℝ} (hm : m ∈ s) (hx : x ∈ s) :
    |f x - (f m + f' m * (x - m))| ≤ M / 2 * (x - m) ^ 2 := by
  have seg : ∀ t ∈ Set.Icc (0 : ℝ) 1, m + t * (x - m) ∈ s := by
    intro t ht
    have h := hs hm hx (sub_nonneg.2 ht.2) ht.1 (by ring)
    simp only [smul_eq_mul] at h
    convert h using 1
    ring
  -- the slope changes by at most `M` times the distance
  have lip : ∀ y ∈ s, |f' y - f' m| ≤ M * |y - m| := fun y hy =>
    hs.norm_image_sub_le_of_norm_hasDerivWithin_le
      (fun z hz => (hf' z hz).hasDerivWithinAt) hM hm hy
  have der : ∀ t ∈ Set.Icc (0 : ℝ) 1,
      HasDerivAt (fun t => f (m + t * (x - m)) - (f m + f' m * (t * (x - m))))
        ((f' (m + t * (x - m)) - f' m) * (x - m)) t := by
    intro t ht
    have h1 : HasDerivAt (fun t : ℝ => t * (x - m)) (x - m) t := hasDerivAt_mul_const (x - m)
    have h2 := (hf _ (seg t ht)).comp t (h1.const_add m)
    exact (h2.sub ((h1.const_mul (f' m)).const_add (f m))).congr_deriv (by ring)
  -- compare the remainder along the segment with a parabola
  have key := image_norm_le_of_norm_deriv_right_le_deriv_boundary
    (f := fun t => f (m + t * (x - m)) - (f m + f' m * (t * (x - m))))
    (f' := fun t => (f' (m + t * (x - m)) - f' m) * (x - m)) (a := 0) (b := 1)
    (B := fun t => M / 2 * (x - m) ^ 2 * (t * t)) (B' := fun t => M * (x - m) ^ 2 * t)
    (fun t ht => (der t ht).continuousAt.continuousWithinAt)
    (fun t ht => (der t ⟨ht.1, ht.2.le⟩).hasDerivWithinAt) (by simp)
    (fun t => (((hasDerivAt_id' t).mul (hasDerivAt_id' t)).const_mul
      (M / 2 * (x - m) ^ 2)).congr_deriv (by ring))
    (by
      intro t ht
      have h := lip _ (seg t ⟨ht.1, ht.2.le⟩)
      rw [add_sub_cancel_left, abs_mul, abs_of_nonneg ht.1] at h
      rw [Real.norm_eq_abs, abs_mul]
      refine (mul_le_mul_of_nonneg_right h (abs_nonneg _)).trans (le_of_eq ?_)
      rw [← sq_abs (x - m)]
      ring)
    (Set.right_mem_Icc.2 zero_le_one)
  simpa only [one_mul, add_sub_cancel, mul_one, Real.norm_eq_abs] using key
```

The main theorem joins these parts. Rewriting with `sd_affine` turns $|f'(m)|\,\mathrm{sd}(X)$ into the standard deviation of the linearisation, and `abs_sd_sub_le` reduces the claim to a root mean square. After squaring, the Taylor estimate is applied outcome by outcome. That $M\ge0$ is deduced from the bound at $m$.

The distribution is taken as given. Passing from a real instrument or simulation run, with a continuous distribution or with weights estimated from data, to such a finite distribution is a separate step with an error of its own.

```lean
/-- Delta-method error bound: for probability weights and `|f''| ≤ M` on a convex set
containing all values of `X`, the standard deviation of `f(X)` differs from `|f'(m)| sd(X)`,
with `m` the mean of `X`, by at most `(M/2) √E[(X - m)⁴]`. -/
theorem delta_method (hp : ∀ ω, 0 ≤ p ω) (h1 : ∑ ω, p ω = 1) {s : Set ℝ}
    (hs : Convex ℝ s) {f f' f'' : ℝ → ℝ} {M : ℝ}
    (hf : ∀ x ∈ s, HasDerivAt f (f' x) x) (hf' : ∀ x ∈ s, HasDerivAt f' (f'' x) x)
    (hM : ∀ x ∈ s, |f'' x| ≤ M) {X : Ω → ℝ} (hX : ∀ ω, X ω ∈ s) :
    |sd p (fun ω => f (X ω)) - |f' (mean p X)| * sd p X| ≤
      M / 2 * √(mean p (fun ω => (X ω - mean p X) ^ 4)) := by
  have hm := mean_mem hp h1 hs hX
  have hM0 : 0 ≤ M := (abs_nonneg _).trans (hM _ hm)
  have hK : 0 ≤ mean p (fun ω => (X ω - mean p X) ^ 4) :=
    sum_nonneg fun ω _ => mul_nonneg (hp ω) (by positivity)
  -- compare `f(X)` with its linearisation at the mean
  rw [← sd_affine h1 X (f (mean p X)) (f' (mean p X)) (mean p X)]
  refine (abs_sd_sub_le hp h1 _ _).trans (Real.sqrt_le_iff.2 ⟨by positivity, ?_⟩)
  rw [mul_pow, Real.sq_sqrt hK]
  generalize mean p X = m at hm ⊢
  unfold mean
  rw [mul_sum]
  refine sum_le_sum fun ω _ => ?_
  have hR := abs_le.1 (taylor_remainder hs hf hf' hM hm (hX ω))
  have h2 := mul_le_mul_of_nonneg_left (sq_le_sq' hR.1 hR.2) (hp ω)
  exact h2.trans (le_of_eq (by ring))
```

For a twice continuously differentiable `f` on the whole line, written `ContDiff ℝ 2 f`, the convex set is the line itself and the derivatives are Lean's `deriv f` and `deriv (deriv f)`.

```lean
/-- The delta-method error bound for a twice continuously differentiable `f` on the real
line with `|f''| ≤ M` everywhere, for probability weights. -/
theorem delta_method_contDiff (hp : ∀ ω, 0 ≤ p ω) (h1 : ∑ ω, p ω = 1) {f : ℝ → ℝ}
    (hf : ContDiff ℝ 2 f) {M : ℝ} (hM : ∀ x, |deriv (deriv f) x| ≤ M) (X : Ω → ℝ) :
    |sd p (fun ω => f (X ω)) - |deriv f (mean p X)| * sd p X| ≤
      M / 2 * √(mean p (fun ω => (X ω - mean p X) ^ 4)) :=
  delta_method hp h1 convex_univ
    (fun x _ => (hf.differentiable (by norm_num) x).hasDerivAt)
    (fun x _ => (hf.differentiable_deriv_two x).hasDerivAt)
    (fun x _ => hM x) (fun _ => Set.mem_univ _)
```

The last theorem takes the half-line $[a,\infty)$, written `Set.Ici a`, and supplies the derivatives $1/x$ and $-1/x^2$ of the natural logarithm `Real.log`. The letter `a` is now the lower bound on `X`, not the constant of the affine function.

```lean
/-- For probability weights and an observable with values at least `a > 0`, the standard
deviation of `log X` differs from the relative error `sd(X)/m`, with `m` the mean of `X`,
by at most `√E[(X - m)⁴] / (2a²)`. -/
theorem sd_log_bound (hp : ∀ ω, 0 ≤ p ω) (h1 : ∑ ω, p ω = 1) {a : ℝ} (ha : 0 < a)
    {X : Ω → ℝ} (hX : ∀ ω, a ≤ X ω) :
    |sd p (fun ω => Real.log (X ω)) - sd p X / mean p X| ≤
      √(mean p (fun ω => (X ω - mean p X) ^ 4)) / (2 * a ^ 2) := by
  have hm : 0 < mean p X := lt_of_lt_of_le ha (mean_mem hp h1 (convex_Ici a) hX)
  have pos : ∀ x ∈ Set.Ici a, x ≠ 0 := fun x hx => (lt_of_lt_of_le ha hx).ne'
  have h : |sd p (fun ω => Real.log (X ω)) - |(mean p X)⁻¹| * sd p X| ≤
      (a ^ 2)⁻¹ / 2 * √(mean p (fun ω => (X ω - mean p X) ^ 4)) :=
    delta_method (f' := fun x => x⁻¹) (f'' := fun x => -(x ^ 2)⁻¹) hp h1 (convex_Ici a)
      (fun x hx => Real.hasDerivAt_log (pos x hx)) (fun x hx => hasDerivAt_inv (pos x hx))
      (fun x hx => by
        rw [abs_neg, abs_of_nonneg (by positivity)]
        exact inv_anti₀ (by positivity) (pow_le_pow_left₀ ha.le hx 2)) hX
  rw [abs_of_pos (inv_pos.2 hm), ← div_eq_inv_mul] at h
  refine h.trans (le_of_eq ?_)
  rw [div_eq_mul_inv _ (2 * a ^ 2), mul_inv]
  ring

end

end DeltaMethod
```

```lean
#print axioms DeltaMethod.delta_method_contDiff
#print axioms DeltaMethod.sd_log_bound
```

```
'DeltaMethod.delta_method_contDiff' depends on axioms: [propext, Classical.choice, Quot.sound]
'DeltaMethod.sd_log_bound' depends on axioms: [propext, Classical.choice, Quot.sound]
```
